# A point charge near a like-charged isolated conducting sphere is attracted at short range and repelled at long range

Take a conducting sphere of radius 1 and total charge 1, and a point charge 1 at distance $d>1$ from its centre, in Gaussian units. The radial force on the point charge, positive outwards, is

$$F(d)=\frac{1+1/d}{d^2}-\frac{d}{(d^2-1)^2}.$$

At $d=2$ it is $3/8-2/9=11/72$, a repulsion. At $d=3/2$ it is $20/27-24/25=-148/675$, an attraction. The point charge draws opposite charge to the near side of the sphere, and close to the surface the attraction to this nearby charge outweighs the repulsion from the rest of the sphere's charge.

For a point charge $q$, total sphere charge $Q$ and radius $R$, the force is

$$F(d)=\frac{q(Q+qR/d)}{d^2}-\frac{q^2Rd}{(d^2-R^2)^2}.$$

If $q,Q,R>0$, then $F\to-\infty$ as $d\to R^+$, and $F>0$ for all large $d$.

## Where an image-charge code meets the sign change

A code that represents one isolated conducting sphere by image charges evaluates this $F$ for a single external point charge. The force has no lower bound near the surface. Imposing a distance of closest approach greater than $R$ keeps a mobile point ion away from this divergence. The crossover for equal charges, derived below, gives an exact value against which to check the force routine.

## From the image charges to the crossover

Put $q$ at $d\,e$ with $\|e\|=1$, an image charge $-qR/d$ at $(R^2/d)e$, and a charge $Q+qR/d$ at the centre. The image lies inside the sphere because $R^2/d<R$, and the two inner charges sum to $Q$. For $\|x\|=R$,

$$\Big\|x-\tfrac{R^2}{d}e\Big\|^2=R^2-\tfrac{2R^2}{d}\,x\cdot e+\tfrac{R^4}{d^2}=\tfrac{R^2}{d^2}\|x-d\,e\|^2 .$$

The image therefore cancels the potential of $q$ on the surface, leaving the constant $(Q+qR/d)/R$.

The image is at distance $d-R^2/d=(d^2-R^2)/d$ from $q$ and exerts the force $-q^2Rd/(d^2-R^2)^2$. Adding the central charge's force gives $F$. Taking out $q/d^2$,

$$F=\frac{q}{d^2}\,(Q-q\,g(d)),\qquad g(d)=\frac{Rd^3}{(d^2-R^2)^2}-\frac Rd=\frac{R^3(2d^2-R^2)}{d(d^2-R^2)^2}.$$

**Near the surface.** The first term of $F$ tends to $q(Q+q)/R^2$. In the second, the numerator tends to $q^2R^2>0$ and the denominator to $0$ from above, so $F\to-\infty$.

**Far away.** If $d\ge 2R$, then $R^2\le d^2-R^2$ and $2d^2-R^2\le4(d^2-R^2)$. Multiplying these gives $g(d)\le4R/d$, so $F>0$ once $Qd>4qR$.

**Between.** With $D=d^2-R^2$, $g=R^3(2+R^2/D)/(dD)$. The numerator decreases and the denominator increases, so $g$ is strictly decreasing. By continuity $F$ vanishes at some $d_0>R$, where $Q=q\,g(d_0)$; monotonicity makes $F$ negative on $(R,d_0)$ and positive beyond.

For $Q=q$, set $d_0=\varphi R$ with $\varphi=(1+\sqrt5)/2$. Since $\varphi^2=\varphi+1$, $g(\varphi R)=(2\varphi^2-1)/\varphi^3=(2\varphi+1)/(2\varphi+1)=1$. The crossover is at about $1.618R$.

**Without $Q>0$.** Take $Q=0$ and $q=R=1$. Then $F(d)=1/d^3-d/(d^2-1)^2<0$ for every $d>1$, because $(d^2-1)^2<d^4$. The long-range repulsion is gone. The same happens for every $Q\le0<q$, since $g>0$.

## The Lean file

```lean
import Mathlib

open Filter Topology Set

namespace ImageChargeSphere

noncomputable section

/-- Three-dimensional Euclidean space. -/
abbrev Space := EuclideanSpace ℝ (Fin 3)

/-- Potential at `x` of a point charge `q` placed at `r` (Gaussian units). -/
def coulombPotential (q : ℝ) (r x : Space) : ℝ := q / ‖x - r‖

/-- Coulomb force on the charge `q₁` at `r₁` exerted by the charge `q₂` at `r₂`. -/
def coulombForce (q₁ : ℝ) (r₁ : Space) (q₂ : ℝ) (r₂ : Space) : Space :=
  (q₁ * q₂ / ‖r₁ - r₂‖ ^ 3) • (r₁ - r₂)

/-- The image charge `-qR/d` of a charge `q` at distance `d` from the centre of a sphere of
radius `R`. -/
def imageCharge (q R d : ℝ) : ℝ := -(q * R / d)

/-- Distance `R²/d` of the image charge from the centre of the sphere. -/
def imageDistance (R d : ℝ) : ℝ := R ^ 2 / d

/-- The charge `Q + qR/d` placed at the centre of a sphere of total charge `Q`. -/
def centralCharge (q Q R d : ℝ) : ℝ := Q + q * R / d

/-- Radial force on `q` at distance `d` from the centre of the sphere, positive outwards. -/
def force (q Q R d : ℝ) : ℝ :=
  q * (Q + q * R / d) / d ^ 2 - q ^ 2 * R * d / (d ^ 2 - R ^ 2) ^ 2

/-- The dimensionless function `g(d) = R³(2d² - R²) / (d (d² - R²)²)`. -/
def criticalRatio (R d : ℝ) : ℝ :=
  R ^ 3 * (2 * d ^ 2 - R ^ 2) / (d * (d ^ 2 - R ^ 2) ^ 2)

/-- For every point of the sphere, the distance to the image point is `R/d` times the distance
to the external charge. -/
theorem image_distance_ratio {R d : ℝ} {e x : Space} (he : ‖e‖ = 1) (hx : ‖x‖ = R)
    (hd : 0 < d) : ‖x - imageDistance R d • e‖ = R / d * ‖x - d • e‖ := by
  have hR : 0 ≤ R := by rw [← hx]; exact norm_nonneg x
  -- law of cosines along the axis `e`
  have cosines : ∀ s : ℝ, ‖x - s • e‖ ^ 2 = R ^ 2 - 2 * (s * inner ℝ x e) + s ^ 2 := by
    intro s
    rw [norm_sub_sq_real, real_inner_smul_right, norm_smul, he, hx, mul_one,
      Real.norm_eq_abs, sq_abs]
  have h1 : ‖x - imageDistance R d • e‖ ^ 2 = (R / d * ‖x - d • e‖) ^ 2 := by
    rw [mul_pow, cosines, cosines]
    unfold imageDistance
    field_simp
    ring
  exact (sq_eq_sq₀ (norm_nonneg _) (by positivity)).1 h1

/-- The image lies inside the sphere, image and central charge add up to `Q`, and the potential
of the three charges takes the constant value `(Q + qR/d)/R` on the sphere, which does not
pass through the external charge. -/
theorem image_solves_boundary (q Q : ℝ) {R d : ℝ} {e : Space} (he : ‖e‖ = 1) (hR : 0 < R)
    (hd : R < d) :
    imageDistance R d < R ∧ imageCharge q R d + centralCharge q Q R d = Q ∧
      ∀ x : Space, ‖x‖ = R → x ≠ d • e ∧
        coulombPotential q (d • e) x
          + coulombPotential (imageCharge q R d) (imageDistance R d • e) x
          + coulombPotential (centralCharge q Q R d) 0 x = centralCharge q Q R d / R := by
  have hd0 : 0 < d := hR.trans hd
  refine ⟨?_, ?_, fun x hx => ?_⟩
  · unfold imageDistance
    rw [div_lt_iff₀ hd0]
    nlinarith [mul_pos hR (sub_pos.2 hd)]
  · unfold imageCharge centralCharge
    ring
  · have hne : x ≠ d • e := by
      intro h
      rw [h, norm_smul, he, Real.norm_eq_abs, abs_of_pos hd0] at hx
      linarith
    refine ⟨hne, ?_⟩
    have hN : ‖x - d • e‖ ≠ 0 := (norm_pos_iff.mpr (sub_ne_zero.mpr hne)).ne'
    have hR' : R ≠ 0 := hR.ne'
    have hd' : d ≠ 0 := hd0.ne'
    -- the image cancels the potential of the external charge on the surface
    have hcancel : imageCharge q R d / (R / d * ‖x - d • e‖) = -(q / ‖x - d • e‖) := by
      unfold imageCharge
      field_simp
    unfold coulombPotential
    rw [image_distance_ratio he hx hd0, hcancel, sub_zero, hx]
    ring

/-- The Coulomb forces of the central charge and the image charge on `q` add up to `F(d)` times
the unit vector from the centre towards `q`. -/
theorem coulombForce_eq_force (q Q : ℝ) {R d : ℝ} {e : Space} (he : ‖e‖ = 1) (hR : 0 < R)
    (hd : R < d) :
    coulombForce q (d • e) (centralCharge q Q R d) 0
      + coulombForce q (d • e) (imageCharge q R d) (imageDistance R d • e)
      = force q Q R d • e := by
  have hd0 : 0 < d := hR.trans hd
  have hD : 0 < d ^ 2 - R ^ 2 := by nlinarith [mul_pos (sub_pos.2 hd) (add_pos hd0 hR)]
  have hd' : d ≠ 0 := hd0.ne'
  have hD' : d ^ 2 - R ^ 2 ≠ 0 := hD.ne'
  -- separation between the charge and its image
  have h4 : d - imageDistance R d = (d ^ 2 - R ^ 2) / d := by
    unfold imageDistance
    field_simp
  have hb : 0 < d - imageDistance R d := by rw [h4]; exact div_pos hD hd0
  have h1 : ‖d • e‖ = d := by
    rw [norm_smul, he, mul_one, Real.norm_eq_abs, abs_of_pos hd0]
  have h2 : d • e - imageDistance R d • e = (d - imageDistance R d) • e :=
    (sub_smul _ _ _).symm
  have h3 : ‖(d - imageDistance R d) • e‖ = d - imageDistance R d := by
    rw [norm_smul, he, mul_one, Real.norm_eq_abs, abs_of_pos hb]
  unfold coulombForce
  rw [sub_zero, h2, h1, h3, smul_smul, smul_smul, ← add_smul, h4]
  congr 1
  unfold centralCharge imageCharge force
  field_simp
  ring

/-- Outside the sphere the force factorises as `F(d) = (q/d²) (Q - q g(d))`. -/
theorem force_factor (q Q : ℝ) {R d : ℝ} (hR : 0 < R) (hd : R < d) :
    force q Q R d = q / d ^ 2 * (Q - q * criticalRatio R d) := by
  have hd0 : 0 < d := hR.trans hd
  have hD : 0 < d ^ 2 - R ^ 2 := by nlinarith [mul_pos (sub_pos.2 hd) (add_pos hd0 hR)]
  have hd' : d ≠ 0 := hd0.ne'
  have hD' : d ^ 2 - R ^ 2 ≠ 0 := hD.ne'
  unfold force criticalRatio
  field_simp
  ring

/-- The function `g` decreases strictly with distance outside the sphere. -/
theorem criticalRatio_strictAntiOn {R : ℝ} (hR : 0 < R) :
    StrictAntiOn (criticalRatio R) (Ioi R) := by
  -- rewrite `g` with a decreasing numerator and an increasing denominator
  have form : ∀ d : ℝ, R < d → criticalRatio R d
      = R ^ 3 * (2 + R ^ 2 / (d ^ 2 - R ^ 2)) / (d * (d ^ 2 - R ^ 2)) := by
    intro d hd
    have hd0 : 0 < d := hR.trans hd
    have hD : 0 < d ^ 2 - R ^ 2 := by nlinarith [mul_pos (sub_pos.2 hd) (add_pos hd0 hR)]
    have hd' : d ≠ 0 := hd0.ne'
    have hD' : d ^ 2 - R ^ 2 ≠ 0 := hD.ne'
    unfold criticalRatio
    field_simp
    ring
  intro a ha b hb hab
  have ha' : R < a := ha
  have hb' : R < b := hb
  have ha0 : 0 < a := hR.trans ha'
  have hb0 : 0 < b := hR.trans hb'
  have hA : 0 < a ^ 2 - R ^ 2 := by nlinarith [mul_pos (sub_pos.2 ha') (add_pos ha0 hR)]
  have hAB : a ^ 2 - R ^ 2 < b ^ 2 - R ^ 2 := by
    nlinarith [mul_pos (sub_pos.2 hab) (add_pos hb0 ha0)]
  have hB : 0 < b ^ 2 - R ^ 2 := hA.trans hAB
  have h1 : R ^ 2 / (b ^ 2 - R ^ 2) ≤ R ^ 2 / (a ^ 2 - R ^ 2) :=
    div_le_div_of_nonneg_left (by positivity) hA hAB.le
  have h2 : a * (a ^ 2 - R ^ 2) < b * (b ^ 2 - R ^ 2) := mul_lt_mul'' hab hAB ha0.le hA.le
  have hN : R ^ 3 * (2 + R ^ 2 / (b ^ 2 - R ^ 2)) ≤ R ^ 3 * (2 + R ^ 2 / (a ^ 2 - R ^ 2)) :=
    mul_le_mul_of_nonneg_left (by linarith) (pow_pos hR 3).le
  have hNa : 0 < R ^ 3 * (2 + R ^ 2 / (a ^ 2 - R ^ 2)) :=
    mul_pos (pow_pos hR 3) (by linarith [div_pos (pow_pos hR 2) hA])
  rw [form a ha', form b hb', div_lt_div_iff₀ (mul_pos hb0 hB) (mul_pos ha0 hA)]
  exact (mul_le_mul_of_nonneg_right hN (mul_pos ha0 hA).le).trans_lt
    (mul_lt_mul_of_pos_left h2 hNa)

/-- For any charge `Q` on the sphere and any nonzero `q`, the force tends to `-∞` as the charge
approaches the surface from outside. -/
theorem force_tendsto_atBot {q R : ℝ} (Q : ℝ) (hq : q ≠ 0) (hR : 0 < R) :
    Tendsto (force q Q R) (𝓝[>] R) atBot := by
  -- the denominator of the image term vanishes from above
  have hden : Tendsto (fun d : ℝ => (d ^ 2 - R ^ 2) ^ 2) (𝓝[>] R) (𝓝[>] 0) := by
    refine tendsto_nhdsWithin_iff.mpr ⟨?_, ?_⟩
    · have hc : Continuous fun d : ℝ => (d ^ 2 - R ^ 2) ^ 2 := by fun_prop
      exact (hc.tendsto' R 0 (by simp)).mono_left nhdsWithin_le_nhds
    · filter_upwards [self_mem_nhdsWithin] with d hd
      have hd' : R < d := hd
      have hD : 0 < d ^ 2 - R ^ 2 := by
        nlinarith [mul_pos (sub_pos.2 hd') (add_pos (hR.trans hd') hR)]
      exact mem_Ioi.mpr (pow_pos hD 2)
  have hinv : Tendsto (fun d : ℝ => ((d ^ 2 - R ^ 2) ^ 2)⁻¹) (𝓝[>] R) atTop :=
    tendsto_inv_nhdsGT_zero.comp hden
  have hnum : Tendsto (fun d : ℝ => q ^ 2 * R * d) (𝓝[>] R) (𝓝 (q ^ 2 * R * R)) := by
    have hc : Continuous fun d : ℝ => q ^ 2 * R * d := by fun_prop
    exact (hc.tendsto R).mono_left nhdsWithin_le_nhds
  have hpos : 0 < q ^ 2 * R * R := by positivity
  have h2 := Filter.Tendsto.pos_mul_atTop hpos hnum hinv
  -- the central term stays finite
  have hc : ContinuousAt (fun d : ℝ => q * (Q + q * R / d) / d ^ 2) R := by
    fun_prop (disch := positivity)
  have h1 : Tendsto (fun d : ℝ => q * (Q + q * R / d) / d ^ 2) (𝓝[>] R)
      (𝓝 (q * (Q + q * R / R) / R ^ 2)) := hc.tendsto.mono_left nhdsWithin_le_nhds
  refine (h1.add_atBot (tendsto_neg_atTop_atBot.comp h2)).congr fun d => ?_
  simp only [Function.comp_apply]
  unfold force
  ring

/-- For `q > 0` the force is positive whenever `d ≥ 2R` and `Q d > 4 q R`. -/
theorem force_pos_of_far {q Q R d : ℝ} (hq : 0 < q) (hR : 0 < R) (hd : 2 * R ≤ d)
    (hQ : 4 * q * R < Q * d) : 0 < force q Q R d := by
  have hRd : R < d := by linarith
  have hd0 : 0 < d := hR.trans hRd
  have hsq : 4 * R ^ 2 ≤ d ^ 2 := by
    nlinarith [mul_nonneg (sub_nonneg.2 hd) (show 0 ≤ d + 2 * R by linarith)]
  have hR2 : 0 < R ^ 2 := pow_pos hR 2
  have hD : 0 < d ^ 2 - R ^ 2 := by linarith
  -- the bound g(d) ≤ 4R/d
  have h : R ^ 2 * (2 * d ^ 2 - R ^ 2) ≤ (d ^ 2 - R ^ 2) * (4 * (d ^ 2 - R ^ 2)) :=
    mul_le_mul (by linarith) (by linarith) (by linarith) hD.le
  have hg : criticalRatio R d ≤ 4 * R / d := by
    unfold criticalRatio
    rw [div_le_div_iff₀ (mul_pos hd0 (pow_pos hD 2)) hd0]
    nlinarith [mul_le_mul_of_nonneg_left h (mul_pos hR hd0).le]
  have hlt : q * (4 * R / d) < Q := by
    rw [← mul_div_assoc, div_lt_iff₀ hd0]
    linarith
  have hle := mul_le_mul_of_nonneg_left hg hq.le
  rw [force_factor q Q hR hRd]
  exact mul_pos (by positivity) (by linarith)

/-- For positive `q`, `Q` and `R`, the force tends to `-∞` as `d → R⁺` and is positive for all
sufficiently large `d`. -/
theorem like_charges_can_attract {q Q R : ℝ} (hq : 0 < q) (hQ : 0 < Q) (hR : 0 < R) :
    Tendsto (force q Q R) (𝓝[>] R) atBot ∧ ∀ᶠ d in atTop, 0 < force q Q R d := by
  refine ⟨force_tendsto_atBot Q hq.ne' hR, ?_⟩
  filter_upwards [eventually_ge_atTop (2 * R), eventually_gt_atTop (4 * q * R / Q)]
    with d h1 h2
  rw [div_lt_iff₀ hQ] at h2
  exact force_pos_of_far hq hR h1 (by linarith)

/-- If `q > 0` and `Q = q g(d₀)` with `d₀ > R`, the force vanishes at `d₀`, is negative between
`R` and `d₀`, and is positive beyond `d₀`. -/
theorem force_sign_of_root {q Q R d₀ : ℝ} (hq : 0 < q) (hR : 0 < R) (h₀ : R < d₀)
    (hroot : Q = q * criticalRatio R d₀) :
    force q Q R d₀ = 0 ∧ (∀ d, R < d → d < d₀ → force q Q R d < 0) ∧
      ∀ d, d₀ < d → 0 < force q Q R d := by
  refine ⟨?_, fun d hd hlt => ?_, fun d hlt => ?_⟩
  · have hz : Q - q * criticalRatio R d₀ = 0 := by linarith
    rw [force_factor q Q hR h₀, hz, mul_zero]
  · have hd0 : 0 < d := hR.trans hd
    have hg : criticalRatio R d₀ < criticalRatio R d :=
      criticalRatio_strictAntiOn hR (mem_Ioi.mpr hd) (mem_Ioi.mpr h₀) hlt
    have hm := mul_lt_mul_of_pos_left hg hq
    rw [force_factor q Q hR hd]
    exact mul_neg_of_pos_of_neg (by positivity) (by linarith)
  · have hd : R < d := h₀.trans hlt
    have hd0 : 0 < d := hR.trans hd
    have hg : criticalRatio R d < criticalRatio R d₀ :=
      criticalRatio_strictAntiOn hR (mem_Ioi.mpr h₀) (mem_Ioi.mpr hd) hlt
    have hm := mul_lt_mul_of_pos_left hg hq
    rw [force_factor q Q hR hd]
    exact mul_pos (by positivity) (by linarith)

/-- For positive `q`, `Q` and `R` there is a distance `d₀ > R` at which the force vanishes, with
negative force between `R` and `d₀` and positive force beyond `d₀`. -/
theorem exists_crossover {q Q R : ℝ} (hq : 0 < q) (hQ : 0 < Q) (hR : 0 < R) :
    ∃ d₀, R < d₀ ∧ force q Q R d₀ = 0 ∧ (∀ d, R < d → d < d₀ → force q Q R d < 0) ∧
      ∀ d, d₀ < d → 0 < force q Q R d := by
  obtain ⟨hnear, hfar⟩ := like_charges_can_attract hq hQ hR
  have hmem : ∀ᶠ d in 𝓝[>] R, R < d := self_mem_nhdsWithin
  obtain ⟨a, hFa, ha⟩ := ((hnear.eventually (eventually_lt_atBot 0)).and hmem).exists
  obtain ⟨b, hFb, hab⟩ := (hfar.and (eventually_ge_atTop a)).exists
  have hcont : ContinuousOn (force q Q R) (Icc a b) := by
    intro x hx
    have hRx : R < x := ha.trans_le hx.1
    have hx0 : 0 < x := hR.trans hRx
    have hD : 0 < x ^ 2 - R ^ 2 := by nlinarith [mul_pos (sub_pos.2 hRx) (add_pos hx0 hR)]
    have h1 : x ≠ 0 := hx0.ne'
    have h2 : x ^ 2 ≠ 0 := pow_ne_zero 2 h1
    have h3 : (x ^ 2 - R ^ 2) ^ 2 ≠ 0 := pow_ne_zero 2 hD.ne'
    apply ContinuousAt.continuousWithinAt
    show ContinuousAt (fun d : ℝ =>
      q * (Q + q * R / d) / d ^ 2 - q ^ 2 * R * d / (d ^ 2 - R ^ 2) ^ 2) x
    fun_prop (disch := assumption)
  -- intermediate value theorem between an attractive and a repulsive distance
  obtain ⟨d₀, hd₀, hz⟩ := intermediate_value_Icc hab hcont ⟨hFa.le, hFb.le⟩
  have h₀ : R < d₀ := ha.trans_le hd₀.1
  have hd0 : 0 < d₀ := hR.trans h₀
  rw [force_factor q Q hR h₀] at hz
  have hp : 0 < q / d₀ ^ 2 := by positivity
  have hroot : Q - q * criticalRatio R d₀ = 0 := (mul_eq_zero.mp hz).resolve_left hp.ne'
  exact ⟨d₀, h₀, force_sign_of_root hq hR h₀ (by linarith)⟩

/-- For equal charges `Q = q > 0` the force vanishes at the golden-ratio distance
`(1 + √5) R / 2`, is negative between `R` and this distance, and is positive beyond it. -/
theorem crossover_equal_charges {q R : ℝ} (hq : 0 < q) (hR : 0 < R) :
    force q q R ((1 + Real.sqrt 5) / 2 * R) = 0 ∧
      (∀ d, R < d → d < (1 + Real.sqrt 5) / 2 * R → force q q R d < 0) ∧
      ∀ d, (1 + Real.sqrt 5) / 2 * R < d → 0 < force q q R d := by
  -- g(φR) = 1 when φ² = φ + 1
  have key : ∀ φ : ℝ, 1 < φ → φ ^ 2 = φ + 1 → R < φ * R ∧ criticalRatio R (φ * R) = 1 := by
    intro φ h1 hφ
    have hd : R < φ * R := by nlinarith [mul_pos (sub_pos.2 h1) hR]
    have hd0 : 0 < φ * R := hR.trans hd
    have hD : 0 < (φ * R) ^ 2 - R ^ 2 := by
      nlinarith [mul_pos (sub_pos.2 hd) (add_pos hd0 hR)]
    refine ⟨hd, ?_⟩
    unfold criticalRatio
    rw [div_eq_one_iff_eq (mul_pos hd0 (pow_pos hD 2)).ne']
    linear_combination (-(R ^ 5) * (φ ^ 3 + φ ^ 2 - 1)) * hφ
  have h5 : Real.sqrt 5 ^ 2 = 5 := Real.sq_sqrt (by norm_num)
  have h1 : 1 < (1 + Real.sqrt 5) / 2 := by nlinarith [Real.sqrt_nonneg 5]
  obtain ⟨hd, hg⟩ := key _ h1 (by linear_combination (1 / 4) * h5)
  exact force_sign_of_root hq hR hd (by rw [hg, mul_one])

/-- For `q > 0` and a neutral or negatively charged sphere the force is negative at every
distance outside the sphere. -/
theorem force_neg_of_nonpos {q Q R d : ℝ} (hq : 0 < q) (hQ : Q ≤ 0) (hR : 0 < R)
    (hd : R < d) : force q Q R d < 0 := by
  have hd0 : 0 < d := hR.trans hd
  have hD : 0 < d ^ 2 - R ^ 2 := by nlinarith [mul_pos (sub_pos.2 hd) (add_pos hd0 hR)]
  have hg : 0 < criticalRatio R d :=
    div_pos (mul_pos (pow_pos hR 3) (by linarith [pow_pos hd0 2]))
      (mul_pos hd0 (pow_pos hD 2))
  have hm := mul_pos hq hg
  rw [force_factor q Q hR hd]
  exact mul_neg_of_pos_of_neg (by positivity) (by linarith)

end

end ImageChargeSphere
```

```lean
#print axioms ImageChargeSphere.like_charges_can_attract
#print axioms ImageChargeSphere.exists_crossover
#print axioms ImageChargeSphere.crossover_equal_charges
#print axioms ImageChargeSphere.force_neg_of_nonpos
```

```
'ImageChargeSphere.like_charges_can_attract' depends on axioms: [propext, Classical.choice, Quot.sound]
'ImageChargeSphere.exists_crossover' depends on axioms: [propext, Classical.choice, Quot.sound]
'ImageChargeSphere.crossover_equal_charges' depends on axioms: [propext, Classical.choice, Quot.sound]
'ImageChargeSphere.force_neg_of_nonpos' depends on axioms: [propext, Classical.choice, Quot.sound]
```

## How the theorems match the physics

In `like_charges_can_attract`, `𝓝[>] R` means approach from outside the sphere, `atBot` means $-\infty$, and `∀ᶠ d in atTop` means "for every $d$ beyond some threshold". `force` is $F$ and `criticalRatio` is $g$.

`image_distance_ratio` proves the distance identity by comparing squares. `image_solves_boundary` uses it for the surface potential, and `coulombForce_eq_force` adds the vector forces in `Space`, so `force` is tied to Coulomb's law. `force_tendsto_atBot` adds a finite limit to a divergent one, and `force_pos_of_far` uses `force_factor` to supply the explicit far bound. `exists_crossover` applies the intermediate value theorem, then passes the root to `force_sign_of_root`, which reads off the signs from `criticalRatio_strictAntiOn`. `crossover_equal_charges` and `force_neg_of_nonpos` treat the two special cases.

## Fixed charge, a point ion and an ideal conductor

The file verifies the boundary values and the force of the image system. That this system reproduces the field outside an ideal conductor follows from the uniqueness theorem of electrostatics, used here as physical input. "Isolated" means that $Q$ stays fixed as $q$ moves; for a sphere held at a fixed potential $V$ the central charge is $VR$, whatever the value of $d$. The model is static and classical, with one point charge in vacuum, and the divergence at contact belongs to that idealisation: a real metal surface has atomic structure, and its screening charge has finite width. Floating-point error near $d=R$, where $d^2-R^2$ suffers cancellation, is a separate matter for the code.
